# Electron number of the Thomas–Fermi atom without electron repulsion

Electrons are placed in the Coulomb potential of a nucleus, and their repulsion is ignored. Every level below a chosen energy is filled and every level above it is left empty. Raising that energy towards the ionisation threshold adds electrons and makes the atom larger. How many electrons does the atom hold at a given filling energy, and how large is it when their number matches the nuclear charge? In the Thomas–Fermi approximation both questions have closed answers.

Atomic units are used throughout. The nucleus has charge $Z>0$, so an electron at distance $r$ has potential energy $-Z/r$. The chemical potential is $-m$ with $m>0$: the highest filled energy lies below zero, where a classical electron remains bound. At distance $r$ the local Fermi momentum $k$ satisfies

$$\frac{k^2}{2}-\frac{Z}{r}=-m,\qquad\text{so}\qquad k^2=2\left(\frac Zr-m\right).$$

This is positive only for $0<r<R$, where $R=Z/m$ is the edge of the classically allowed region. A uniform electron gas with two spin states has density $k^3/(3\pi^2)$. Applying this locally gives

$$n(r)=\frac{\bigl(2(Z/r-m)\bigr)^{3/2}}{3\pi^2}\quad(0<r<R),\qquad n(r)=0\quad(r\ge R).$$

The claim is that the electron number is

$$N=\int_0^\infty 4\pi r^2 n(r)\,dr=\frac{\sqrt2\,Z^3}{6\,m^{3/2}}.$$

For noninteracting electrons in a pure Coulomb potential, this relation gives the chemical potential that a Thomas–Fermi density needs for a prescribed electron number. It also supplies an exact value against which a numerical radial integration of this model density can be compared.

## From the density to the area of a half disc

Inside the allowed region,

$$2\left(\frac Zr-m\right)=\frac{2\,r(Z-mr)}{r^2}.$$

For $y\ge0$ we have $y^{3/2}=y\sqrt y$, and therefore

$$4\pi r^2n(r)=\frac{4r^2}{3\pi}\cdot\frac{2(Z-mr)}{r}\cdot\frac{\sqrt2\,\sqrt{r(Z-mr)}}{r}
=\frac{8\sqrt2}{3\pi}\,(Z-mr)\sqrt{r(Z-mr)}.$$

The density diverges as $r^{-3/2}$ at the nucleus, but the weight $r^2$ removes the divergence. The last expression is continuous on $[0,R]$ and vanishes at both ends, so the integral is finite.

Now centre the allowed region by setting $r=\frac{Z}{2m}(1+x)$ with $-1\le x\le1$. Then

$$dr=\frac{Z}{2m}\,dx,\qquad Z-mr=\frac Z2(1-x),\qquad r(Z-mr)=\frac{Z^2}{4m}(1-x^2),$$

and the integral without its prefactor becomes

$$\int_0^R (Z-mr)\sqrt{r(Z-mr)}\,dr=\frac{Z}{2m}\cdot\frac Z2\cdot\frac{Z}{2\sqrt m}\int_{-1}^1(1-x)\sqrt{1-x^2}\,dx.$$

The term $x\sqrt{1-x^2}$ is odd and integrates to zero. The remaining term is the area under the unit semicircle, $\pi/2$. Hence the integral equals $\pi Z^3/(16m^{3/2})$, and

$$N=\frac{8\sqrt2}{3\pi}\cdot\frac{\pi Z^3}{16\,m^{3/2}}=\frac{\sqrt2\,Z^3}{6\,m^{3/2}}.$$

## Chemical potential and size of the neutral atom

Squaring the result gives $N^2=Z^6/(18m^3)$, or

$$m^3=\frac{Z^6}{18N^2}.$$

Since $N$ is positive, squaring loses no information, and the two relations are equivalent. For a neutral atom $N=Z$, so $m^3=Z^4/18$. The edge radius then satisfies

$$R^3=\frac{Z^3}{m^3}=\frac{18}{Z},\qquad\text{that is,}\qquad ZR^3=18.$$

The neutral atom in this model therefore shrinks as $Z^{-1/3}$ when the nuclear charge grows.

## The density and the electron number in Lean

The development uses Mathlib's real analysis and integration theory.

```lean
import Mathlib

open Real MeasureTheory Set

namespace SemiclassicalBohrAtom

noncomputable section
```

The parameters `Z`, `m` and `r` are real numbers, so the nuclear charge need not be an integer. The density is a definition: the local Fermi-gas argument above motivates it, but the file does not derive it from the Schrödinger equation.

```lean
/-- For `m > 0`, the Thomas-Fermi density of noninteracting electrons in the potential `-Z/r` at
chemical potential `-m`; it vanishes outside the classically allowed region `0 < r < Z/m`. -/
def density (Z m r : ℝ) : ℝ :=
  if 0 < r ∧ r < Z / m then (2 * (Z / r - m)) ^ (3 / 2 : ℝ) / (3 * π ^ 2) else 0
```

The condition in the `if` is the classically allowed region, and the exponent is the real power $3/2$. The factor $3\pi^2$ fixes the convention of two electrons per spatial state, and the 2 in front of the local kinetic energy $Z/r-m$ comes from solving $k^2/2=Z/r-m$ for $k^2$ in atomic units.

```lean
/-- The radial distribution `4 π r² n(r)` of the electrons. -/
def radialDensity (Z m r : ℝ) : ℝ := 4 * π * r ^ 2 * density Z m r
```

The weight $4\pi r^2$ is the area of a sphere of radius $r$. The angular integration has thus been carried out in the definition, and what remains is one-dimensional.

```lean
/-- The number of electrons: the radial distribution integrated over all `r > 0`. -/
def electronNumber (Z m : ℝ) : ℝ := ∫ r in Ioi (0 : ℝ), radialDensity Z m r
```

`Ioi 0` is the open half-line $r>0$. The electron number is defined by an integral over all of it, not merely up to the edge, and it is a real number that need not be an integer.

## Removing the fractional power

The first lemma is the identity $x^{3/2}=x\sqrt x$ for nonnegative $x$. It splits the exponent as $1+1/2$.

```lean
/-- The power `3/2` of a nonnegative number is the number times its square root. -/
theorem rpow_three_halves {x : ℝ} (hx : 0 ≤ x) : x ^ (3 / 2 : ℝ) = x * √x := by
  rw [show (3 / 2 : ℝ) = 1 + 1 / 2 by norm_num, Real.rpow_add' hx (by norm_num),
    Real.rpow_one, Real.sqrt_eq_rpow]
```

The next theorem is the rewriting of the radial distribution. For positive `Z` and `m` it holds for every real `r`, including points outside the allowed region, because Mathlib's square root returns zero for negative arguments.

```lean
/-- The radial distribution equals `(8√2/(3π)) (Z - m r) √(r (Z - m r))` at every `r`. -/
theorem radialDensity_eq {Z m : ℝ} (hZ : 0 < Z) (hm : 0 < m) (r : ℝ) :
    radialDensity Z m r =
      8 * √2 / (3 * π) * ((Z - m * r) * √(r * (Z - m * r))) := by
  unfold radialDensity density
  by_cases h : 0 < r ∧ r < Z / m
  · have hr : 0 < r := h.1
    have hr0 : r ≠ 0 := hr.ne'
    have hpi : π ≠ 0 := Real.pi_ne_zero
    have hu : 0 < Z - m * r := by
      have := (lt_div_iff₀ hm).1 h.2
      linarith
    have he : 2 * (Z / r - m) = 2 * (r * (Z - m * r)) / r ^ 2 := by
      field_simp
    have hn : 0 ≤ 2 * (Z / r - m) := by
      rw [he]
      positivity
    have hs : √(2 * (Z / r - m)) = √2 * √(r * (Z - m * r)) / r := by
      rw [he, Real.sqrt_div' _ (sq_nonneg r), Real.sqrt_sq hr.le,
        Real.sqrt_mul (by norm_num)]
    rw [if_pos h, rpow_three_halves hn, hs]
    generalize √(r * (Z - m * r)) = s
    generalize √2 = t
    field_simp
    ring
  · -- in the forbidden region the argument of the square root is not positive
    have hneg : r * (Z - m * r) ≤ 0 := by
      rcases le_or_gt r 0 with h0 | h0
      · exact mul_nonpos_iff.2 (Or.inr ⟨h0, by nlinarith⟩)
      · have h1 : Z / m ≤ r := not_lt.1 fun h' => h ⟨h0, h'⟩
        have h2 := (div_le_iff₀ hm).1 h1
        exact mul_nonpos_iff.2 (Or.inl ⟨h0.le, by linarith⟩)
    rw [if_neg h, Real.sqrt_eq_zero_of_nonpos hneg]
    ring
```

The proof distinguishes two cases. In the allowed region, `he` is the rewriting of $2(Z/r-m)$ over $r^2$, and `hs` takes its square root, using $r>0$ to replace $\sqrt{r^2}$ by $r$. The two remaining square roots are then treated as plain symbols, and the identity is settled by algebra.

In the forbidden region the density is zero by definition. There `hneg` shows $r(Z-mr)\le0$, separately for $r\le0$ and for $r\ge Z/m$, so the right-hand side is zero as well. A piecewise function has thereby been identified with a single continuous expression, which the integrability proof will use.

## The two integrals

The dimensionless integral comes first.

```lean
/-- The integral of `(1 - x) √(1 - x²)` over `[-1, 1]` is the area `π/2` of a half disc. -/
theorem integral_half_disc : ∫ x in (-1 : ℝ)..1, (1 - x) * √(1 - x ^ 2) = π / 2 := by
  -- the odd part integrates to zero
  have hodd : ∫ x in (-1 : ℝ)..1, x * √(1 - x ^ 2) = 0 := by
    have h := intervalIntegral.integral_comp_neg (a := -1) (b := 1)
      (fun x : ℝ => x * √(1 - x ^ 2))
    simp only [neg_neg, neg_sq, neg_mul, intervalIntegral.integral_neg] at h
    linarith
  have hsplit : ∀ x : ℝ, (1 - x) * √(1 - x ^ 2) = √(1 - x ^ 2) - x * √(1 - x ^ 2) :=
    fun x => by ring
  have c1 : Continuous fun x : ℝ => √(1 - x ^ 2) := by fun_prop
  have c2 : Continuous fun x : ℝ => x * √(1 - x ^ 2) := by fun_prop
  simp only [hsplit]
  rw [intervalIntegral.integral_sub (c1.intervalIntegrable _ _) (c2.intervalIntegrable _ _),
    hodd, integral_sqrt_one_sub_sq, sub_zero]
```

The step `hodd` reflects $x\mapsto-x$. The integral of $x\sqrt{1-x^2}$ then equals its own negative and must vanish. After `hsplit` separates the integrand into its even and odd parts, Mathlib's `integral_sqrt_one_sub_sq` supplies the value $\pi/2$. The continuity statements `c1` and `c2` justify integrating the two parts separately.

The physical integral is reduced to this one by the change of variable.

```lean
/-- The integral of `(Z - m r) √(r (Z - m r))` over the classically allowed region. -/
theorem integral_allowed_region {Z m : ℝ} (hZ : 0 < Z) (hm : 0 < m) :
    ∫ r in (0 : ℝ)..(Z / m), (Z - m * r) * √(r * (Z - m * r)) =
      π * Z ^ 3 / (16 * (m * √m)) := by
  -- centre the allowed region: r = (Z / 2m) (1 + x)
  have h := intervalIntegral.smul_integral_comp_mul_add (a := -1) (b := 1)
    (fun r : ℝ => (Z - m * r) * √(r * (Z - m * r))) (Z / (2 * m)) (Z / (2 * m))
  have e1 : Z / (2 * m) * (-1) + Z / (2 * m) = 0 := by ring
  have e2 : Z / (2 * m) * 1 + Z / (2 * m) = Z / m := by ring
  rw [e1, e2] at h
  refine h.symm.trans ?_
  have hp : ∀ x : ℝ, (Z - m * (Z / (2 * m) * x + Z / (2 * m))) *
      √((Z / (2 * m) * x + Z / (2 * m)) * (Z - m * (Z / (2 * m) * x + Z / (2 * m)))) =
      Z ^ 2 / (4 * √m) * ((1 - x) * √(1 - x ^ 2)) := by
    intro x
    have a1 : Z - m * (Z / (2 * m) * x + Z / (2 * m)) = Z / 2 * (1 - x) := by
      field_simp
      ring
    have a2 : (Z / (2 * m) * x + Z / (2 * m)) * (Z / 2 * (1 - x)) =
        (Z / (2 * √m)) ^ 2 * (1 - x ^ 2) := by
      rw [div_pow, mul_pow, Real.sq_sqrt hm.le]
      ring
    rw [a1, a2, Real.sqrt_mul (sq_nonneg _), Real.sqrt_sq (by positivity)]
    ring
  simp only [hp]
  rw [intervalIntegral.integral_const_mul, integral_half_disc, smul_eq_mul]
  ring
```

Here `h` is the substitution $r=\frac{Z}{2m}x+\frac{Z}{2m}$, including the Jacobian $Z/(2m)$, and `e1` and `e2` identify the endpoints as $0$ and $Z/m$. Within `hp`, the equation `a1` is $Z-mr=\frac Z2(1-x)$, and `a2` writes $r(Z-mr)$ as a perfect square times $1-x^2$. Taking the root gives the constant $Z^2/(4\sqrt m)$ in front of the half-disc integrand. Multiplication by the Jacobian and by $\pi/2$ yields the stated value, with $m^{3/2}$ written as `m * √m`.

## Integrability and the electron count

The main theorem makes two statements for every $Z>0$ and $m>0$: the radial distribution is integrable on the half-line, and its integral is $\sqrt2\,Z^3/(6m^{3/2})$.

```lean
/-- The radial distribution is integrable over the half-line `r > 0`, and the atom holds `√2 Z³ / (6
m^(3/2))` electrons. -/
theorem electronNumber_eq {Z m : ℝ} (hZ : 0 < Z) (hm : 0 < m) :
    IntegrableOn (radialDensity Z m) (Ioi 0) ∧
      electronNumber Z m = √2 * Z ^ 3 / (6 * m ^ (3 / 2 : ℝ)) := by
  have hfun : radialDensity Z m =
      fun r => 8 * √2 / (3 * π) * ((Z - m * r) * √(r * (Z - m * r))) :=
    funext (radialDensity_eq hZ hm)
  have hcont : Continuous (radialDensity Z m) := by
    rw [hfun]
    fun_prop
  have hR : 0 ≤ Z / m := by positivity
  -- nothing is left beyond the edge of the atom
  have hzero : ∀ r ∈ Ioi (0 : ℝ) \ Ioc 0 (Z / m), radialDensity Z m r = 0 := by
    intro r hr
    have hout : ¬(0 < r ∧ r < Z / m) := fun h => hr.2 ⟨h.1, h.2.le⟩
    rw [radialDensity, density, if_neg hout, mul_zero]
  have hint : IntegrableOn (radialDensity Z m) (Ioc 0 (Z / m)) :=
    (intervalIntegrable_iff_integrableOn_Ioc_of_le hR).1 (hcont.intervalIntegrable _ _)
  refine ⟨hint.of_forall_sdiff_eq_zero measurableSet_Ioi hzero, ?_⟩
  have hpi : π ≠ 0 := Real.pi_ne_zero
  have hsm : √m ≠ 0 := (Real.sqrt_pos.2 hm).ne'
  rw [electronNumber, MeasureTheory.setIntegral_eq_of_subset_of_forall_sdiff_eq_zero measurableSet_Ioi
    (fun r hr => hr.1) hzero, ← intervalIntegral.integral_of_le hR, hfun,
    intervalIntegral.integral_const_mul, integral_allowed_region hZ hm,
    rpow_three_halves hm.le]
  generalize √2 = t
  field_simp
  ring
```

Continuity of the rewritten radial distribution gives integrability on the bounded interval from $0$ to $Z/m$. The step `hzero` says that the distribution vanishes at every positive $r$ beyond this interval. It serves twice: it extends integrability to the whole half-line, and it lets the integral be cut off at the edge of the atom. The constant $8\sqrt2/(3\pi)$ is then taken outside, `integral_allowed_region` is inserted, and the constants are collected as in the derivation by hand.

The formula fails for negative $Z$. Take $Z=-1$ and $m=1$, a repulsive centre with a negative chemical potential. No positive $r$ satisfies $r<Z/m=-1$, so the density is zero everywhere and the electron number is $0$. The formula would give $-\sqrt2/6$.

## Solving for the chemical potential and the radius

The relation between electron number and chemical potential can be read in either direction. For positive `Z`, `m` and `N`, the next theorem states that the atom holds `N` electrons if and only if $m^3=Z^6/(18N^2)$.

```lean
/-- The atom holds `N` electrons exactly when the chemical potential `-m` satisfies
`m³ = Z⁶ / (18 N²)`. -/
theorem electronNumber_eq_iff {Z m N : ℝ} (hZ : 0 < Z) (hm : 0 < m) (hN : 0 < N) :
    electronNumber Z m = N ↔ m ^ 3 = Z ^ 6 / (18 * N ^ 2) := by
  have hA := (electronNumber_eq hZ hm).2
  have hpos : 0 < electronNumber Z m := by
    rw [hA]
    positivity
  have hsq : electronNumber Z m ^ 2 * (18 * m ^ 3) = Z ^ 6 := by
    rw [hA, rpow_three_halves hm.le, div_pow, mul_pow, mul_pow, mul_pow,
      Real.sq_sqrt (by norm_num : (0 : ℝ) ≤ 2), Real.sq_sqrt hm.le]
    field_simp
    ring
  rw [eq_div_iff (by positivity)]
  constructor
  · intro h
    rw [h] at hsq
    linarith
  · intro h
    have h2 : electronNumber Z m ^ 2 = N ^ 2 := by
      apply mul_right_cancel₀ (show 18 * m ^ 3 ≠ 0 by positivity)
      linarith
    rcases sq_eq_sq_iff_eq_or_eq_neg.1 h2 with h3 | h3
    · exact h3
    · linarith
```

The step `hsq` is the squared electron-number formula with its denominator cleared, $N^2\cdot18m^3=Z^6$, where $N$ stands for `electronNumber Z m`. From left to right, the prescribed number is substituted into this equation. From right to left, the common factor $18m^3$ is cancelled, which leaves two numbers with equal squares. They are equal or opposite, and since both are positive, they are equal.

Setting `N` equal to `Z` expresses neutrality, and the condition on $m$ becomes a condition on the edge radius.

```lean
/-- The atom is neutral exactly when its edge radius `R = Z/m` satisfies `Z R³ = 18`. -/
theorem neutral_iff_edge_radius {Z m : ℝ} (hZ : 0 < Z) (hm : 0 < m) :
    electronNumber Z m = Z ↔ Z * (Z / m) ^ 3 = 18 := by
  rw [electronNumber_eq_iff hZ hm hZ, eq_div_iff (by positivity),
    show Z * (Z / m) ^ 3 = Z ^ 4 / m ^ 3 by ring, div_eq_iff (by positivity)]
  constructor
  · intro h
    apply mul_left_cancel₀ (pow_ne_zero 2 hZ.ne')
    linear_combination -h
  · intro h
    linear_combination (-Z ^ 2) * h

end

end SemiclassicalBohrAtom
```

The rewriting turns the left side into $m^3\cdot18Z^2=Z^6$ and the right side into $Z^4=18m^3$. These differ by the nonzero factor $Z^2$, which is cancelled in one direction and multiplied back in the other. The theorem states the relation $ZR^3=18$ itself; the scaling $R\propto Z^{-1/3}$ follows by solving it for $R$.

Neutrality here means only that the electron count equals the nuclear charge. The electrons do not screen the nucleus for one another, so the radius belongs to this noninteracting model and not to the Thomas–Fermi atom with a self-consistent potential. Nor do the theorems compare the semiclassical density with the quantum density of filled hydrogenic shells, which has no sharp edge.

```lean
#print axioms SemiclassicalBohrAtom.electronNumber_eq_iff
#print axioms SemiclassicalBohrAtom.neutral_iff_edge_radius
```

```
'SemiclassicalBohrAtom.electronNumber_eq_iff' depends on axioms: [propext, Classical.choice, Quot.sound]
'SemiclassicalBohrAtom.neutral_iff_edge_radius' depends on axioms: [propext, Classical.choice, Quot.sound]
```
